# Two cations, each at distance \(d\) from the same \(k\ge 1\) anions with mutual distances \(s\), are at most \(2\sqrt{d^2-s^2(k-1)/(2k)}\) apart

Q: Two coordination polyhedra in an oxide can meet at a corner, along an edge or on a triangular face. Their cations then have one, two or three oxygens in common, and they repel each other more strongly the closer they are forced together. You say one inequality limits their separation in all three cases. My doubt is whether your Lean statement is about polyhedra at all.

A: It is about the shared anions and the two cations, which is all the inequality needs. The other corners of the polyhedra never enter. Positions are vectors in a real inner-product space `V`; ordinary space is the three-dimensional case, and no dimension is fixed.

```lean
import Mathlib

namespace PolyhedronSharing

noncomputable section

variable {V : Type*} [NormedAddCommGroup V] [InnerProductSpace ℝ V] {k : ℕ}
```

Q: How do you say that the shared anions form an edge or a regular triangular face?

A: The anions are a family \(a_i\) with \(i=0,\dots,k-1\), written `a : Fin k → V`. The predicate `Equidistant a s` says that any two different members are a distance \(s\) apart. For \(k=2\) that is an edge of length \(s\), for \(k=3\) an equilateral triangle. For \(k=1\) there are no pairs, so the condition is empty. A square face is not covered, because its diagonals are longer than its sides.

```lean
/-- All distances between different anions of the family `a` equal `s`. -/
def Equidistant (a : Fin k → V) (s : ℝ) : Prop :=
  ∀ i j, i ≠ j → ‖a i - a j‖ = s
```

Q: And a bond?

A: Purely a distance. `BondedTo p a d` says that the cation at \(p\) lies at the same distance \(d\) from every shared anion. No charge, orbital or energy is involved. Setting \(d=1\) measures all lengths in units of the bond.

```lean
/-- The cation at `p` lies at the same bond length `d` from every anion of the family `a`. -/
def BondedTo (p : V) (a : Fin k → V) (d : ℝ) : Prop :=
  ∀ i, ‖p - a i‖ = d
```

Q: Real polyhedra are distorted.

A: The hypotheses can still hold exactly if the distortion leaves the shared anions equidistant and their bonds to the two cations equal. Otherwise they hold at best approximately, and the theorems give no error estimate. They also treat fixed points in space, so in a periodic crystal you must choose the actual images of the atoms that share the bonds.

The remaining definition is the centroid, \(c=\frac1k\sum_i a_i\).

```lean
/-- The centroid (mean position) of `k ≥ 1` anions. -/
def centroid (a : Fin k → V) : V := (k : ℝ)⁻¹ • ∑ i, a i
```

Q: Show me the derivation before any more code.

A: Start with any point \(x\) and write \(x-a_i=(x-c)-(a_i-c)\). Squaring and summing gives

\[
\sum_i\|x-a_i\|^2=k\|x-c\|^2-2\Big\langle x-c,\sum_i(a_i-c)\Big\rangle+\sum_i\|a_i-c\|^2 .
\]

The displacements from the centroid add up to zero, so the middle term vanishes. With \(S=\sum_i\|a_i-c\|^2\),

\[
\sum_i\|x-a_i\|^2=k\|x-c\|^2+S .
\]

This is the parallel-axis theorem for equal masses, with distances measured from a point instead of an axis. In Lean, `hsum` is the vanishing sum and `hi` expands one square; the last rewrites add the expansions up.

```lean
/-- Parallel-axis identity: for `k ≥ 1` anions, the sum of squared distances from a point `x`
is `k` times its squared distance from the centroid, plus the spread of the anions about it. -/
theorem sum_sq_dist (hk : 0 < k) (a : Fin k → V) (x : V) :
    ∑ i, ‖x - a i‖ ^ 2 = k * ‖x - centroid a‖ ^ 2 + ∑ i, ‖a i - centroid a‖ ^ 2 := by
  have hk' : (k : ℝ) ≠ 0 := Nat.cast_ne_zero.mpr hk.ne'
  -- displacements from the centroid cancel
  have hsum : ∑ i, (a i - centroid a) = 0 := by
    rw [Finset.sum_sub_distrib, Finset.sum_const, Finset.card_univ, Fintype.card_fin,
      ← Nat.cast_smul_eq_nsmul ℝ, centroid, smul_smul, mul_inv_cancel₀ hk', one_smul, sub_self]
  have hi : ∀ i, ‖x - a i‖ ^ 2 = ‖x - centroid a‖ ^ 2
      - 2 * inner ℝ (x - centroid a) (a i - centroid a) + ‖a i - centroid a‖ ^ 2 := by
    intro i
    rw [← norm_sub_sq_real, sub_sub_sub_cancel_right]
  rw [Finset.sum_congr rfl (fun i _ => hi i), Finset.sum_add_distrib, Finset.sum_sub_distrib,
    ← Finset.mul_sum, ← inner_sum, hsum, inner_zero_right]
  simp
```

Q: Where does the factor \((k-1)/(2k)\) come from?

A: From putting \(x\) on an anion. Anion \(a_i\) is at distance zero from itself and \(s\) from the other \(k-1\), so

\[
(k-1)s^2=k\|a_i-c\|^2+S .
\]

Summing over \(i\) gives \(k(k-1)s^2=kS+kS\), hence \(S=(k-1)s^2/2\). Putting this back,

\[
\|a_i-c\|^2=\frac{s^2(k-1)}{2k}.
\]

The Lean proof keeps this order: `row` counts the distances from one anion, `h1` is the identity at that anion, `h2` its sum over all anions, and `hS` the value of \(S\). The final `linear_combination` does the substitution.

```lean
/-- Each of `k ≥ 1` anions with equal mutual distances `s` lies at squared distance
`s² (k - 1) / (2 k)` from their centroid. -/
theorem anion_centroid_sq (hk : 0 < k) {a : Fin k → V} {s : ℝ} (hs : Equidistant a s)
    (i : Fin k) : ‖a i - centroid a‖ ^ 2 = s ^ 2 * (k - 1) / (2 * k) := by
  have hk' : (k : ℝ) ≠ 0 := Nat.cast_ne_zero.mpr hk.ne'
  have row : ∀ i, ∑ j, ‖a i - a j‖ ^ 2 = ((k : ℝ) - 1) * s ^ 2 := by
    intro i
    have hj : ∀ j, ‖a i - a j‖ ^ 2 = s ^ 2 - if i = j then s ^ 2 else 0 := by
      intro j
      by_cases h : i = j
      · subst h
        simp
      · simp [h, hs i j h]
    rw [Finset.sum_congr rfl (fun j _ => hj j), Finset.sum_sub_distrib]
    simp only [Finset.sum_ite_eq, Finset.sum_const, Finset.card_univ, Fintype.card_fin,
      nsmul_eq_mul, Finset.mem_univ, if_true]
    ring
  -- the parallel-axis identity at each anion, then summed over the anions
  have h1 : ∀ i, ((k : ℝ) - 1) * s ^ 2
      = k * ‖a i - centroid a‖ ^ 2 + ∑ j, ‖a j - centroid a‖ ^ 2 :=
    fun i => (row i).symm.trans (sum_sq_dist hk a (a i))
  have h2 : ∑ _i : Fin k, ((k : ℝ) - 1) * s ^ 2
      = ∑ i, (k * ‖a i - centroid a‖ ^ 2 + ∑ j, ‖a j - centroid a‖ ^ 2) :=
    Finset.sum_congr rfl (fun i _ => h1 i)
  simp only [Finset.sum_add_distrib, ← Finset.mul_sum, Finset.sum_const, Finset.card_univ,
    Fintype.card_fin, nsmul_eq_mul] at h2
  have hS : ∑ j, ‖a j - centroid a‖ ^ 2 = ((k : ℝ) - 1) * s ^ 2 / 2 := by
    apply mul_left_cancel₀ hk'
    linear_combination (-1 / 2 : ℝ) * h2
  rw [eq_div_iff (mul_ne_zero two_ne_zero hk')]
  linear_combination (-2 : ℝ) * h1 i - 2 * hS
```

Q: Now the cation.

A: Put \(x=p\). All \(k\) distances equal \(d\), so \(kd^2=k\|p-c\|^2+S\), and dividing by \(k\) gives

\[
\|p-c\|^2=d^2-\frac{s^2(k-1)}{2k}.
\]

```lean
/-- A cation at distance `d` from each of `k ≥ 1` anions with equal mutual distances `s` lies at
squared distance `d² - s² (k - 1) / (2 k)` from the anion centroid. -/
theorem cation_centroid_sq (hk : 0 < k) {a : Fin k → V} {s d : ℝ} {p : V}
    (hs : Equidistant a s) (hp : BondedTo p a d) :
    ‖p - centroid a‖ ^ 2 = d ^ 2 - s ^ 2 * (k - 1) / (2 * k) := by
  have hk' : (k : ℝ) ≠ 0 := Nat.cast_ne_zero.mpr hk.ne'
  have hp' : ∀ i, ‖p - a i‖ = d := hp
  have h := sum_sq_dist hk a p
  simp only [hp', anion_centroid_sq hk hs, Finset.sum_const, Finset.card_univ,
    Fintype.card_fin, nsmul_eq_mul] at h
  apply mul_left_cancel₀ hk'
  linear_combination -h
```

Q: I was going to object to the square root in your bound. Lean's root of a negative number is zero, so the inequality might say something silly when the anions are too far apart.

A: The identity just proved rules that out. The radicand equals a squared length whenever such a cation exists. If \(s\) is too large for the bond length, no point satisfies `BondedTo`, and there is nothing to bound.

Call the root \(h\). Both cations are at distance \(h\) from the centroid, so going from one to the other through \(c\),

\[
\|p-q\|\le\|p-c\|+\|q-c\|=2h=2\sqrt{d^2-\frac{s^2(k-1)}{2k}} .
\]

In the code `hu` and `hv` are the two distances to the centroid, and `norm_sub_le` is the triangle inequality.

```lean
/-- Two cations, both at distance `d` from the same `k ≥ 1` anions with equal mutual distances
`s`, are at most `2 √(d² - s² (k - 1) / (2 k))` apart. -/
theorem cation_cation_le (hk : 0 < k) {a : Fin k → V} {s d : ℝ} {p q : V}
    (hs : Equidistant a s) (hp : BondedTo p a d) (hq : BondedTo q a d) :
    ‖p - q‖ ≤ 2 * √(d ^ 2 - s ^ 2 * (k - 1) / (2 * k)) := by
  have hu : ‖p - centroid a‖ = √(d ^ 2 - s ^ 2 * (k - 1) / (2 * k)) := by
    rw [← cation_centroid_sq hk hs hp, Real.sqrt_sq (norm_nonneg _)]
  have hv : ‖q - centroid a‖ = √(d ^ 2 - s ^ 2 * (k - 1) / (2 * k)) := by
    rw [← cation_centroid_sq hk hs hq, Real.sqrt_sq (norm_nonneg _)]
  -- go from one cation to the other through the centroid
  have h := norm_sub_le (p - centroid a) (q - centroid a)
  rw [sub_sub_sub_cancel_right, hu, hv] at h
  linarith
```

Q: Does it matter that the anion distances are all equal? I could insert the longest one for \(s\).

A: That fails. Take \(d=1\), with anions at \((\tfrac35,0,0)\), \((-\tfrac35,0,0)\) and \((0,\tfrac35,0)\), and cations at \((0,0,\pm\tfrac45)\). Every bond has length \(1\), and the cations are \(1.6\) apart. The longest anion distance is \(\tfrac65\), and with that as \(s\) the formula would allow only \(2\sqrt{13}/5\approx1.44\).

Q: With the hypotheses in place, is the bound any good, or merely true?

A: It is reached exactly when the centroid is the midpoint between the cations. Let \(u=p-c\) and \(v=q-c\), both of length \(h\). The parallelogram law reads

\[
\|u+v\|^2+\|u-v\|^2=4h^2 .
\]

Since \(u-v=p-q\), a separation of \(2h\) forces \(u+v=0\), that is \(c=\tfrac12(p+q)\). Conversely, if \(c\) is the midpoint, then \(p-q=2(p-c)\), which has length \(2h\). The two branches after `constructor` are these two directions, with `h0` recording \(u+v=0\).

```lean
/-- For two cations at distance `d` from the same `k ≥ 1` equidistant anions, the largest
separation is reached exactly when the anion centroid is the midpoint between the cations. -/
theorem cation_cation_eq_iff (hk : 0 < k) {a : Fin k → V} {s d : ℝ} {p q : V}
    (hs : Equidistant a s) (hp : BondedTo p a d) (hq : BondedTo q a d) :
    ‖p - q‖ = 2 * √(d ^ 2 - s ^ 2 * (k - 1) / (2 * k)) ↔
      centroid a = (1 / 2 : ℝ) • (p + q) := by
  have hu : ‖p - centroid a‖ = √(d ^ 2 - s ^ 2 * (k - 1) / (2 * k)) := by
    rw [← cation_centroid_sq hk hs hp, Real.sqrt_sq (norm_nonneg _)]
  have hv : ‖q - centroid a‖ = √(d ^ 2 - s ^ 2 * (k - 1) / (2 * k)) := by
    rw [← cation_centroid_sq hk hs hq, Real.sqrt_sq (norm_nonneg _)]
  constructor
  · intro h
    -- the parallelogram law leaves no room for the sum of the two displacements
    have hpar := parallelogram_law_with_norm ℝ (p - centroid a) (q - centroid a)
    rw [sub_sub_sub_cancel_right, hu, hv, h] at hpar
    have h0 : (p - centroid a) + (q - centroid a) = 0 := by
      apply norm_eq_zero.mp
      apply mul_self_eq_zero.mp
      linear_combination hpar
    linear_combination (norm := module) (-1 / 2 : ℝ) • h0
  · intro h
    have h2 : p - q = (2 : ℝ) • (p - centroid a) := by
      linear_combination (norm := module) (2 : ℝ) • h
    rw [h2, norm_smul, hu]
    norm_num
```

Q: That describes the equality case. It doesn't tell me that a second cation can sit there.

A: Given one cation \(p\), reflect it through the centroid to \(p'=2c-p\). Then \(p'-a_i=-\big((p-c)+(a_i-c)\big)\), and the parallelogram law gives

\[
\|p'-a_i\|^2=2\|p-c\|^2+2\|a_i-c\|^2-\|p-a_i\|^2=2d^2-d^2=d^2 ,
\]

because the two squared distances to the centroid add up to \(d^2\). So \(p'\) has the right bond lengths, and \(c\) is the midpoint of \(p\) and \(p'\) by construction. The theorem returns both statements: the mirror image is bonded to every shared anion, and the pair attains the bound.

```lean
/-- If a cation is at distance `d` from `k ≥ 1` equidistant anions, so is its mirror image
through their centroid, and this pair of cations attains the largest separation. -/
theorem mirror_cation_attains (hk : 0 < k) {a : Fin k → V} {s d : ℝ} {p : V}
    (hs : Equidistant a s) (hp : BondedTo p a d) :
    BondedTo ((2 : ℝ) • centroid a - p) a d ∧
      ‖p - ((2 : ℝ) • centroid a - p)‖ = 2 * √(d ^ 2 - s ^ 2 * (k - 1) / (2 * k)) := by
  have hq : BondedTo ((2 : ℝ) • centroid a - p) a d := by
    intro i
    have hd : 0 ≤ d := by
      rw [← hp i]
      exact norm_nonneg _
    have e : (2 : ℝ) • centroid a - p - a i = -((p - centroid a) + (a i - centroid a)) := by
      module
    have h := parallelogram_law_with_norm ℝ (p - centroid a) (a i - centroid a)
    rw [sub_sub_sub_cancel_right, hp i] at h
    rw [e, norm_neg]
    apply (sq_eq_sq₀ (norm_nonneg _) hd).mp
    linear_combination h + 2 * cation_centroid_sq hk hs hp + 2 * anion_centroid_sq hk hs i
  exact ⟨hq, (cation_cation_eq_iff hk hs hp hq).mpr (by module)⟩
```

Q: Could \(p\) and \(q\) be the same point?

A: Yes, the hypotheses allow it, and the inequality then holds trivially. This is an upper bound only; it doesn't keep the cations apart.

Q: Then give me the three kinds of sharing. Corner first.

A: With \(k=1\) the spread term vanishes and the bound is \(2d\), reached when cation, anion and cation lie on a line with the anion in the middle. A bent bridge is shorter. The proof takes \(s=0\), which is allowed because one anion has no pairs, and uses \(d\ge0\) to simplify \(\sqrt{d^2}\).

```lean
/-- Corner sharing: two cations at distance `d` from one common anion are at most `2 d` apart. -/
theorem corner_sharing {a : Fin 1 → V} {d : ℝ} {p q : V}
    (hp : BondedTo p a d) (hq : BondedTo q a d) : ‖p - q‖ ≤ 2 * d := by
  have hd : 0 ≤ d := by
    rw [← hp 0]
    exact norm_nonneg _
  have hs : Equidistant a 0 := fun i j h => absurd (Subsingleton.elim i j) h
  refine (cation_cation_le one_pos hs hp hq).trans_eq ?_
  norm_num [Real.sqrt_sq hd]
```

Q: And a shared edge?

A: For \(k=2\) the factor is \(\tfrac14\), so

\[
\|p-q\|\le2\sqrt{d^2-s^2/4}.
\]

This is Pythagoras with half the edge as one leg. The Lean proof specialises the general theorem and simplifies the fraction.

```lean
/-- Edge sharing: two cations at distance `d` from both ends of a common anion edge of length `s`
are at most `2 √(d² - s²/4)` apart. -/
theorem edge_sharing {a : Fin 2 → V} {s d : ℝ} {p q : V} (hs : Equidistant a s)
    (hp : BondedTo p a d) (hq : BondedTo q a d) : ‖p - q‖ ≤ 2 * √(d ^ 2 - s ^ 2 / 4) := by
  refine (cation_cation_le two_pos hs hp hq).trans_eq ?_
  congr 2
  push_cast
  ring
```

Q: A shared face has three anions, so the factor is \(2/6\).

A: Right, which gives

\[
\|p-q\|\le2\sqrt{d^2-s^2/3}.
\]

Here \(s/\sqrt3\) is the distance from a corner of the triangle to its centre. At fixed \(d\) and \(s>0\), the bound falls from corner to edge to face.

```lean
/-- Face sharing: two cations at distance `d` from the corners of a common equilateral anion
triangle of side `s` are at most `2 √(d² - s²/3)` apart. -/
theorem face_sharing {a : Fin 3 → V} {s d : ℝ} {p q : V} (hs : Equidistant a s)
    (hp : BondedTo p a d) (hq : BondedTo q a d) : ‖p - q‖ ≤ 2 * √(d ^ 2 - s ^ 2 / 3) := by
  refine (cation_cation_le three_pos hs hp hq).trans_eq ?_
  congr 2
  push_cast
  ring
```

Q: That sounds like Pauling's third rule, that shared edges and especially shared faces make a structure less stable.

A: It supplies the geometry behind that rule. Stability is a question of energy, and no energy appears in these theorems. For idealised polyhedra with equal bonds and equal shared edges, the bound tells you, before any coordinates are built, the largest cation separation that a chosen bond length and anion distance allow. Coordinates that meet the hypotheses satisfy it automatically, so it can't tell a good structure from a bad one.

Q: What does it say for regular tetrahedra sharing a face?

A: In a regular tetrahedron with the cation at its centre, two bonds enclose an angle with cosine \(-\tfrac13\). The law of cosines then gives

\[
s^2=2d^2\left(1+\tfrac13\right)=\tfrac83d^2 .
\]

The theorem takes this ratio as its hypothesis `hT`; it doesn't construct the tetrahedra or mention their fourth corners. The radicand becomes \(d^2-\tfrac89d^2=(d/3)^2\), which is the equation `e` in the proof, and so the cations are at most \(\tfrac23d\) apart. For \(d>0\) that is shorter than a single cation–anion bond.

```lean
/-- With the edge-to-bond ratio of a regular tetrahedron, `s² = 8 d² / 3`, two cations at
distance `d` from a common triangular face of side `s` are at most `2 d / 3` apart. -/
theorem tetrahedra_face_sharing {a : Fin 3 → V} {s d : ℝ} {p q : V} (hs : Equidistant a s)
    (hp : BondedTo p a d) (hq : BondedTo q a d) (hT : s ^ 2 = 8 / 3 * d ^ 2) :
    ‖p - q‖ ≤ 2 / 3 * d := by
  have hd : 0 ≤ d := by
    rw [← hp 0]
    exact norm_nonneg _
  have e : d ^ 2 - s ^ 2 / 3 = (d / 3) ^ 2 := by
    linear_combination (-1 / 3 : ℝ) * hT
  have h := face_sharing hs hp hq
  rw [e, Real.sqrt_sq (by positivity)] at h
  linarith

end

end PolyhedronSharing
```

```lean
#print axioms PolyhedronSharing.cation_cation_le
-- 'PolyhedronSharing.cation_cation_le' depends on axioms: [propext, Classical.choice, Quot.sound]
#print axioms PolyhedronSharing.corner_sharing
-- 'PolyhedronSharing.corner_sharing' depends on axioms: [propext, Classical.choice, Quot.sound]
#print axioms PolyhedronSharing.edge_sharing
-- 'PolyhedronSharing.edge_sharing' depends on axioms: [propext, Classical.choice, Quot.sound]
#print axioms PolyhedronSharing.tetrahedra_face_sharing
-- 'PolyhedronSharing.tetrahedra_face_sharing' depends on axioms: [propext, Classical.choice, Quot.sound]
```
